# The nuclear cusp condition fixes a unique exponent, between 1 and 2, for the sum of two equal 1s orbitals in H₂⁺ at any positive bond length

For every `R > 0`, the lemma states that the equation ζ = 1 + exp(−ζR) has exactly one real solution, and that this solution lies strictly between 1 and 2. In atomic units, this is the electron–nucleus cusp condition for the unnormalised trial function exp(−ζr_A) + exp(−ζr_B), with two fixed nuclei of unit charge a distance R apart. The Lean statement contains only the equation, not the wavefunction or the derivation of the condition. For existence, the attempt applies the intermediate value theorem to z − exp(−zR), which is below 1 at z = 1 and above 1 at z = 2. For uniqueness, it uses the fact that exp(−zR) decreases as z grows, so two different solutions would contradict each other.

An attempt in Lean 4 with a fault in it:

```lean
import Mathlib

open Set

namespace H2PlusCusp

noncomputable section

/-- For every `R > 0` the equation `ζ = 1 + exp(-ζR)` has exactly one real solution, and it
lies between 1 and 2. -/
theorem exponent_unique {R : ℝ} (hR : 0 < R) :
    ∃ ζ ∈ Ioo (1 : ℝ) 2, ∀ z : ℝ, z = 1 + Real.exp (-z * R) ↔ z = ζ := by
  have hc : Continuous (fun z : ℝ => z - Real.exp (-z * R)) := by fun_prop
  have h1 : (1 : ℝ) - Real.exp (-1 * R) < 1 := by linarith [Real.exp_pos (-1 * R)]
  have h2 : (1 : ℝ) < 2 - Real.exp (-2 * R) := by
    have : Real.exp (-2 * R) < 1 := Real.exp_lt_one (by linarith)
    linarith
  obtain ⟨ζ, hζ, h⟩ := intermediate_value_Ioo (by norm_num : (1 : ℝ) ≤ 2)
    hc.continuousOn (show (1 : ℝ) ∈ Ioo _ _ from ⟨h1, h2⟩)
  have h' : ζ - Real.exp (-ζ * R) = 1 := h
  -- the exponential decreases, so two solutions cannot be ordered
  have key : ∀ a b : ℝ, a < b → Real.exp (-b * R) < Real.exp (-a * R) := fun a b hab =>
    Real.exp_lt_exp.mpr (by nlinarith [mul_pos (sub_pos.mpr hab) hR])
  refine ⟨ζ, hζ, fun z => ⟨fun hz => ?_, fun hz => ?_⟩⟩
  · rcases lt_trichotomy z ζ with hlt | heq | hgt
    · linarith [key z ζ hlt]
    · exact heq
    · linarith [key ζ z hgt]
  · rw [hz]
    linarith

end

end H2PlusCusp
```

Compiling this gives:

```
Main.lean:16:36: error(lean.unknownIdentifier): Unknown constant `Real.exp_lt_one`
```

This version goes through:

```diff
@@ -14,5 +14,5 @@
   have h1 : (1 : ℝ) - Real.exp (-1 * R) < 1 := by linarith [Real.exp_pos (-1 * R)]
   have h2 : (1 : ℝ) < 2 - Real.exp (-2 * R) := by
-    have : Real.exp (-2 * R) < 1 := Real.exp_lt_one (by linarith)
+    have : Real.exp (-2 * R) < 1 := Real.exp_lt_one_iff.mpr (by linarith)
     linarith
   obtain ⟨ζ, hζ, h⟩ := intermediate_value_Ioo (by norm_num : (1 : ℝ) ≤ 2)
```

Cause. The message means that Lean found no declaration called `Real.exp_lt_one` in the imported Mathlib. The proof used that name to show that exp(−2R) is less than 1, which is needed for the bound at the right end of the interval. The inequality itself is true, since −2R is negative; only the reference to the lemma failed.

The repair uses `Real.exp_lt_one_iff`, which says that the exponential of a real number is less than 1 exactly when that number is negative. Because this is an equivalence, `.mpr` is needed to take the direction from the negative exponent to the bound on the exponential. What remains to be shown is `-2 * R < 0`, and the unchanged `by linarith` proves it from `hR`.
